# Gap closing and parity inversion at one negative coupling in a three-plane-wave model

## Two bands at the zone centre

An electron moves in the one-dimensional periodic potential \(V(x)=2U\cos Gx+2W\cos 2Gx\), with \(U\) and \(W\) real. At the zone centre the plane waves \(e^{-iGx}\) and \(e^{iGx}\) have the same kinetic energy \(t=\hbar^2G^2/2m\). The component \(W\) couples them directly and splits them by \(2|W|\). They are also coupled indirectly, through the constant wave, by two steps of strength \(U\). For a suitable negative \(W\) the two effects cancel and the gap closes, although neither component of the potential vanishes. At which \(W\) does this happen, and what changes there?

Keeping only the waves \(-1,0,1\), we have the Hamiltonian

\[
H=\begin{pmatrix}t&U&W\\U&0&U\\W&U&t\end{pmatrix}.
\]

Parity exchanges the first and last amplitudes.

## The closing condition and the order of the levels

Let \(U\neq0\). The results hold for every real \(t\); the kinetic energy above is the case \(t>0\).

- \(H\) has a degenerate level exactly when \(W(W-t)=U^2\) (`degenerate_iff`).
- This equation has two solutions, \(W_\mp=\tfrac12\bigl(t\mp\sqrt{t^2+4U^2}\bigr)\), with \(W_-<0<W_+\) (`closing_couplings`).
- For \(W<0\) the lower even level is below the other two. The odd level is above, at or below the upper even level according to whether \(W<W_-\), \(W=W_-\) or \(W>W_-\) (`gap_closing_parity_inversion`).
- At \(W_+\) the odd level meets the lower even level instead (`positive_closing`).

In Lean, `ham t U W` is \(H\), and a state is a function `Fin 3 → ℝ` whose entries `v 0`, `v 1`, `v 2` belong to the waves \(-1,0,1\). `IsDegenerate` asks for two linearly independent real eigenvectors with one energy, which for a real symmetric matrix is the same as a repeated eigenvalue. `negCoupling` and `posCoupling` are \(W_-\) and \(W_+\), while `oddLevel`, `evenUpper` and `evenLower` are the three energies.

The condition `U ≠ 0` says that the potential really couples the constant wave to the other two. If \(U=0\), \(t\neq0\) and \(W=-t\), two even levels coincide at zero energy while \(W(W-t)=2t^2\neq0\), so the equivalence fails.

The model has one electron without spin or interactions, one wave vector and three waves, and it treats \(U\) and \(W\) as free parameters. Within these limits it shows in closed form how a band gap can close and reopen with the parities of its edges exchanged.

## The levels and their crossing

For amplitudes \(v_0,v_1,v_2\) the eigenvalue equation reads

\[
\begin{aligned}
tv_0+Uv_1+Wv_2&=Ev_0,\\
Uv_0+Uv_2&=Ev_1,\\
Wv_0+Uv_1+tv_2&=Ev_2.
\end{aligned}
\]

**The levels.** The odd state \((1,0,-1)/\sqrt2\) has energy \(E_o=t-W\). For an even state, \(v_2=v_0\), and the vector \((E,2U,E)\), normalised by \(1/\sqrt{2E^2+4U^2}\), solves the equations when

\[
E^2-(t+W)E-2U^2=0,\qquad
E_\pm=\tfrac12\Bigl(t+W\pm\sqrt{(t+W)^2+8U^2}\Bigr).
\]

Since \(E_+E_-=-2U^2<0\), we have \(E_-<0<E_+\). The secular determinant is \((E-E_o)(E-E_+)(E-E_-)\), so there are no other levels.

**Degeneracy.** Subtracting the first equation from the third gives \((E-E_o)(v_0-v_2)=0\). If \(E\neq E_o\), then \(v_2=v_0\) and \(v_1=(E-t-W)v_0/U\), so \(v_0\) fixes the whole vector. If \(E=E_o\), set \(s=v_0+v_2\). The first two equations become

\[
Uv_1+Ws=0,\qquad Us=(t-W)v_1,
\]

and eliminating \(v_1\) gives \((W(W-t)-U^2)s=0\). When the closing condition fails, \(s=0\) and \(v_1=0\), which leaves only multiples of the odd state. No energy then has two independent eigenvectors.

Conversely, inserting \(E_o\) into the even polynomial gives

\[
(E_o-E_+)(E_o-E_-)=(t-W)^2-(t+W)(t-W)-2U^2=2\bigl(W(W-t)-U^2\bigr).
\]

When the condition holds, \(E_o\) is therefore also an even energy. The odd and even states are independent, because only the even one has a middle amplitude.

**Order for \(W<0\).** Suppose \(E_o\le E_-\). Then the product above is non-negative, so \(W(W-t)\ge U^2>0\). But \(t-W=E_o\le E_-<0\) makes \(W-t\) positive, and with \(W<0\) this gives \(W(W-t)<0\), a contradiction. Hence \(E_o>E_-\). Now write

\[
(E_o-E_+)(E_o-E_-)=2(W-W_-)(W-W_+).
\]

The second factor on the left is positive and \(W-W_+\) is negative, so \(E_o-E_+\) has the sign of \(W_--W\).

**The positive solution.** At \(W_+\), the relation \(W_+(W_+-t)=U^2>0\) gives \(E_o=t-W_+<0<E_+\). Since \(E_o\) is an even energy there, it equals \(E_-\).

## Parity labels in a band calculation

Take \(t=3\) and \(U=2\) in some energy unit, so that \(W_-=-1\). Diagonalising \(H\) gives these upper levels:

| \(W\) | odd level | upper even level |
|---|---|---|
| \(-0.5\) | \(3.5\) | \(4.34\) |
| \(-1\) | \(4\) | \(4\) |
| \(-2\) | \(5\) | \(3.37\) |

A diagonalisation routine that sorts by energy numbers the levels 1, 2, 3 on both sides of the crossing. The inversion appears in the eigenvectors: level 2 has opposite end amplitudes for \(-1<W<0\) and equal ones for \(W<-1\). At \(W=-1\) the routine may return any orthonormal pair from the degenerate plane, and parity must be diagonalised within that plane to recover the labels.

## The Lean file

```lean
import Mathlib

open Matrix

namespace PlaneWaveGapClosing

noncomputable section

/-- The Hamiltonian on the plane waves -1, 0, 1: diagonal `t, 0, t`, coupling `U` between
neighbours and `W` between the two end waves. -/
def ham (t U W : ℝ) : Matrix (Fin 3) (Fin 3) ℝ := !![t, U, W; U, 0, U; W, U, t]

/-- Parity exchanges the amplitudes of the waves -1 and 1. -/
def parity (v : Fin 3 → ℝ) : Fin 3 → ℝ := ![v 2, v 1, v 0]

/-- The odd combination of the two end waves. -/
def oddWave : Fin 3 → ℝ := ![1, 0, -1]

/-- An even combination of the three waves, with a trial energy `E` as parameter. -/
def evenWave (U E : ℝ) : Fin 3 → ℝ := ![E, 2 * U, E]

/-- The energy of the odd state. -/
def oddLevel (t W : ℝ) : ℝ := t - W

/-- The upper energy of the even states. -/
def evenUpper (t U W : ℝ) : ℝ := (t + W + √((t + W) ^ 2 + 8 * U ^ 2)) / 2

/-- The lower energy of the even states. -/
def evenLower (t U W : ℝ) : ℝ := (t + W - √((t + W) ^ 2 + 8 * U ^ 2)) / 2

/-- The smaller root `W` of `W (W - t) = U ^ 2`. -/
def negCoupling (t U : ℝ) : ℝ := (t - √(t ^ 2 + 4 * U ^ 2)) / 2

/-- The larger root `W` of `W (W - t) = U ^ 2`. -/
def posCoupling (t U : ℝ) : ℝ := (t + √(t ^ 2 + 4 * U ^ 2)) / 2

/-- Some energy belongs to two linearly independent eigenvectors. -/
def IsDegenerate (H : Matrix (Fin 3) (Fin 3) ℝ) : Prop :=
  ∃ (E : ℝ) (u v : Fin 3 → ℝ), LinearIndependent ℝ ![u, v] ∧ H *ᵥ u = E • u ∧ H *ᵥ v = E • v

/-- The eigenvalue equation written out for the three plane-wave amplitudes. -/
theorem eigen_iff (t U W E : ℝ) (v : Fin 3 → ℝ) : ham t U W *ᵥ v = E • v ↔
    t * v 0 + U * v 1 + W * v 2 = E * v 0 ∧ U * v 0 + U * v 2 = E * v 1 ∧
      W * v 0 + U * v 1 + t * v 2 = E * v 2 := by
  constructor
  · intro h
    have h0 := congrFun h 0
    have h1 := congrFun h 1
    have h2 := congrFun h 2
    simp [ham, Matrix.mulVec, dotProduct, Fin.sum_univ_three] at h0 h1 h2
    exact ⟨by linarith, by linarith, by linarith⟩
  · rintro ⟨h0, h1, h2⟩
    ext i
    fin_cases i <;> simp [ham, Matrix.mulVec, dotProduct, Fin.sum_univ_three] <;> linarith

/-- The two even energies are the roots of the even secular polynomial. -/
theorem even_secular (t U W E : ℝ) :
    (E - evenUpper t U W) * (E - evenLower t U W) = E ^ 2 - (t + W) * E - 2 * U ^ 2 := by
  have h := Real.sq_sqrt (show 0 ≤ (t + W) ^ 2 + 8 * U ^ 2 by positivity)
  unfold evenUpper evenLower
  linear_combination (-1 / 4) * h

/-- The odd wave is an eigenvector with the odd energy, and parity reverses its sign. -/
theorem odd_state (t U W : ℝ) :
    ham t U W *ᵥ oddWave = oddLevel t W • oddWave ∧ parity oddWave = -oddWave := by
  constructor
  · rw [eigen_iff]
    refine ⟨?_, ?_, ?_⟩
    · change t * 1 + U * 0 + W * (-1) = (t - W) * 1
      ring
    · change U * 1 + U * (-1) = (t - W) * 0
      ring
    · change W * 1 + U * 0 + t * (-1) = (t - W) * (-1)
      ring
  · ext i
    fin_cases i <;> simp [parity, oddWave]

/-- For `U ≠ 0` and either even energy, the even wave is a nonzero eigenvector with that
energy, and parity leaves it unchanged. -/
theorem even_state {t U W E : ℝ} (hU : U ≠ 0)
    (hE : E = evenUpper t U W ∨ E = evenLower t U W) :
    evenWave U E ≠ 0 ∧ ham t U W *ᵥ evenWave U E = E • evenWave U E ∧
      parity (evenWave U E) = evenWave U E := by
  have hs : E ^ 2 - (t + W) * E - 2 * U ^ 2 = 0 := by
    rw [← even_secular, mul_eq_zero, sub_eq_zero, sub_eq_zero]
    exact hE
  refine ⟨fun h => ?_, ?_, ?_⟩
  · have h1 : 2 * U = 0 := congrFun h 1
    exact hU (by linarith)
  · rw [eigen_iff]
    refine ⟨?_, ?_, ?_⟩
    · change t * E + U * (2 * U) + W * E = E * E
      linear_combination -hs
    · change U * E + U * E = E * (2 * U)
      ring
    · change W * E + U * (2 * U) + t * E = E * E
      linear_combination -hs
  · ext i
    fin_cases i <;> simp [parity, evenWave]

/-- The secular determinant factors into the odd level and the two even levels. -/
theorem secular_determinant (t U W E : ℝ) :
    (E • (1 : Matrix (Fin 3) (Fin 3) ℝ) - ham t U W).det =
      (E - oddLevel t W) * ((E - evenUpper t U W) * (E - evenLower t U W)) := by
  rw [even_secular]
  simp [Matrix.det_fin_three, ham, oddLevel]
  ring

/-- For `U ≠ 0` the Hamiltonian has a degenerate level exactly when `W (W - t) = U ^ 2`. -/
theorem degenerate_iff (t W : ℝ) {U : ℝ} (hU : U ≠ 0) :
    IsDegenerate (ham t U W) ↔ W * (W - t) = U ^ 2 := by
  constructor
  · rintro ⟨E, u, v, hi, hu, hv⟩
    by_contra hne
    -- without the closing condition every eigenspace lies on a line
    have line : ∃ p : Fin 3 → ℝ, ∀ w, ham t U W *ᵥ w = E • w → w = w 0 • p := by
      by_cases hE : E = t - W
      · refine ⟨![1, 0, -1], fun w hw => ?_⟩
        obtain ⟨e0, e1, -⟩ := (eigen_iff t U W E w).mp hw
        rw [hE] at e0 e1
        have hm : (W * (W - t) - U ^ 2) * (w 0 + w 2) = 0 := by
          linear_combination (W - t) * e0 - U * e1
        have hs := (mul_eq_zero.mp hm).resolve_left (sub_ne_zero.mpr hne)
        have hb : U * w 1 = 0 := by linear_combination e0 - W * hs
        have h1 := (mul_eq_zero.mp hb).resolve_left hU
        ext i
        fin_cases i
        · simp
        · simpa using h1
        · simp
          linarith
      · refine ⟨![1, (E - t - W) / U, 1], fun w hw => ?_⟩
        obtain ⟨e0, -, e2⟩ := (eigen_iff t U W E w).mp hw
        have hm : (E - (t - W)) * (w 0 - w 2) = 0 := by linear_combination e2 - e0
        have hs := (mul_eq_zero.mp hm).resolve_left (sub_ne_zero.mpr hE)
        have h2 : w 2 = w 0 := by linarith
        have h1 : w 1 = w 0 * ((E - t - W) / U) := by
          rw [← mul_div_assoc, eq_div_iff hU]
          linear_combination e0 - W * h2
        ext i
        fin_cases i
        · simp
        · simpa using h1
        · simpa using h2
    obtain ⟨p, hp⟩ := line
    have hu' := hp u hu
    have hv' := hp v hv
    rw [LinearIndependent.pair_iff] at hi
    have h := hi (v 0) (-(u 0)) (by
      ext i
      have a := congrFun hu' i
      have b := congrFun hv' i
      simp only [Pi.smul_apply, smul_eq_mul] at a b
      simp only [Pi.add_apply, Pi.smul_apply, smul_eq_mul, Pi.zero_apply]
      linear_combination v 0 * a - u 0 * b)
    have hz : u = 0 := by rw [hu', neg_eq_zero.mp h.2, zero_smul]
    exact one_ne_zero (hi 1 0 (by simp [hz])).1
  · intro h
    -- the odd state and an even state share the energy t - W
    have hE : t - W = evenUpper t U W ∨ t - W = evenLower t U W := by
      rw [← sub_eq_zero, ← sub_eq_zero (b := evenLower t U W), ← mul_eq_zero, even_secular]
      linear_combination 2 * h
    refine ⟨t - W, oddWave, evenWave U (t - W), ?_, (odd_state t U W).1,
      (even_state hU hE).2.1⟩
    rw [LinearIndependent.pair_iff]
    intro s r hsr
    have h0 : s * 1 + r * (t - W) = 0 := congrFun hsr 0
    have h1 : s * 0 + r * (2 * U) = 0 := congrFun hsr 1
    have hrU : r * U = 0 := by linarith
    have hr := (mul_eq_zero.mp hrU).resolve_right hU
    rw [hr] at h0
    exact ⟨by linarith, hr⟩

/-- For `U ≠ 0` the equation `W (W - t) = U ^ 2` has exactly two solutions, one negative and
one positive. -/
theorem closing_couplings (t : ℝ) {U : ℝ} (hU : U ≠ 0) :
    negCoupling t U < 0 ∧ 0 < posCoupling t U ∧
      ∀ W, W * (W - t) = U ^ 2 ↔ W = negCoupling t U ∨ W = posCoupling t U := by
  have hq := Real.sq_sqrt (show 0 ≤ t ^ 2 + 4 * U ^ 2 by positivity)
  have hr := Real.sqrt_nonneg (t ^ 2 + 4 * U ^ 2)
  have hU2 : 0 < U ^ 2 := by positivity
  have hf : ∀ W, (W - negCoupling t U) * (W - posCoupling t U) = W * (W - t) - U ^ 2 := by
    intro W
    unfold negCoupling posCoupling
    linear_combination (-1 / 4) * hq
  have hle : negCoupling t U ≤ posCoupling t U := by
    unfold negCoupling posCoupling
    linarith
  have hm : negCoupling t U * posCoupling t U < 0 := by nlinarith [hf 0]
  have hsign : negCoupling t U < 0 ∧ 0 < posCoupling t U := by
    rcases mul_neg_iff.mp hm with ⟨ha, hb⟩ | hab
    · exfalso
      linarith
    · exact hab
  refine ⟨hsign.1, hsign.2, fun W => ?_⟩
  rw [← sub_eq_zero, ← hf W, mul_eq_zero, sub_eq_zero, sub_eq_zero]

/-- For `U ≠ 0` the lower even energy is negative and the upper one positive. -/
theorem even_signs (t W : ℝ) {U : ℝ} (hU : U ≠ 0) :
    evenLower t U W < 0 ∧ 0 < evenUpper t U W := by
  have hr := Real.sqrt_nonneg ((t + W) ^ 2 + 8 * U ^ 2)
  have hU2 : 0 < U ^ 2 := by positivity
  have hle : evenLower t U W ≤ evenUpper t U W := by
    unfold evenLower evenUpper
    linarith
  have hm : evenLower t U W * evenUpper t U W < 0 := by nlinarith [even_secular t U W 0]
  rcases mul_neg_iff.mp hm with ⟨ha, hb⟩ | hab
  · exfalso
    linarith
  · exact hab

/-- Let `U ≠ 0`. Among negative `W` a degenerate level occurs at exactly one value; there the
odd level and the upper even level cross, while the lower even level stays below both. -/
theorem gap_closing_parity_inversion (t : ℝ) {U : ℝ} (hU : U ≠ 0) :
    negCoupling t U < 0 ∧ ∀ W < 0,
      (IsDegenerate (ham t U W) ↔ W = negCoupling t U) ∧
      evenLower t U W < oddLevel t W ∧ evenLower t U W < evenUpper t U W ∧
      (evenUpper t U W < oddLevel t W ↔ W < negCoupling t U) ∧
      (oddLevel t W = evenUpper t U W ↔ W = negCoupling t U) ∧
      (oddLevel t W < evenUpper t U W ↔ negCoupling t U < W) := by
  obtain ⟨hn, hp, hroots⟩ := closing_couplings t hU
  refine ⟨hn, fun W hW => ?_⟩
  obtain ⟨hl, hu⟩ := even_signs t W hU
  have hU2 : 0 < U ^ 2 := by positivity
  have hsec : (oddLevel t W - evenUpper t U W) * (oddLevel t W - evenLower t U W) =
      2 * (W * (W - t) - U ^ 2) := by
    rw [even_secular]
    unfold oddLevel
    ring
  have hlow : evenLower t U W < oddLevel t W := by
    by_contra hc
    have hc' := not_lt.mp hc
    have ho : t - W < 0 := lt_of_le_of_lt hc' hl
    have h1 := mul_nonneg (show 0 ≤ evenUpper t U W - oddLevel t W by linarith)
      (sub_nonneg.mpr hc')
    have h2 := mul_pos (neg_pos.mpr hW) (show 0 < W - t by linarith)
    nlinarith
  -- the sign of the level difference follows from the two roots in W
  have hq := Real.sq_sqrt (show 0 ≤ t ^ 2 + 4 * U ^ 2 by positivity)
  have key : (oddLevel t W - evenUpper t U W) * (oddLevel t W - evenLower t U W) =
      2 * ((W - negCoupling t U) * (W - posCoupling t U)) := by
    rw [hsec]
    unfold negCoupling posCoupling
    linear_combination (1 / 2) * hq
  have h1 : W < negCoupling t U → evenUpper t U W < oddLevel t W := by
    intro h
    by_contra hc
    have a := mul_pos (sub_pos.mpr h) (show 0 < posCoupling t U - W by linarith)
    have b := mul_nonneg (sub_nonneg.mpr (not_lt.mp hc)) (sub_pos.mpr hlow).le
    nlinarith
  have h2 : negCoupling t U < W → oddLevel t W < evenUpper t U W := by
    intro h
    by_contra hc
    have a := mul_pos (sub_pos.mpr h) (show 0 < posCoupling t U - W by linarith)
    have b := mul_nonneg (sub_nonneg.mpr (not_lt.mp hc)) (sub_pos.mpr hlow).le
    nlinarith
  have h3 : W = negCoupling t U → oddLevel t W = evenUpper t U W := by
    intro h
    have hz : (oddLevel t W - evenUpper t U W) * (oddLevel t W - evenLower t U W) = 0 := by
      rw [key, sub_eq_zero.mpr h]
      ring
    exact sub_eq_zero.mp ((mul_eq_zero.mp hz).resolve_right (sub_pos.mpr hlow).ne')
  refine ⟨?_, hlow, by linarith, ⟨fun h => ?_, h1⟩, ⟨fun h => ?_, h3⟩, ⟨fun h => ?_, h2⟩⟩
  · rw [degenerate_iff t W hU, hroots W]
    exact ⟨fun h => h.resolve_right (by linarith), Or.inl⟩
  all_goals
    rcases lt_trichotomy W (negCoupling t U) with g | g | g
    · linarith [h1 g]
    · linarith [h3 g]
    · linarith [h2 g]

/-- For `U ≠ 0`, at the positive closing coupling the odd level meets the lower even level,
and the upper even level lies above them. -/
theorem positive_closing (t : ℝ) {U : ℝ} (hU : U ≠ 0) :
    oddLevel t (posCoupling t U) = evenLower t U (posCoupling t U) ∧
      oddLevel t (posCoupling t U) < evenUpper t U (posCoupling t U) := by
  obtain ⟨-, hp, hroots⟩ := closing_couplings t hU
  have hW := (hroots (posCoupling t U)).mpr (Or.inr rfl)
  obtain ⟨-, hu⟩ := even_signs t (posCoupling t U) hU
  have hU2 : 0 < U ^ 2 := by positivity
  have ho : oddLevel t (posCoupling t U) < 0 := by
    unfold oddLevel
    by_contra hc
    nlinarith [mul_nonneg hp.le (not_lt.mp hc)]
  have hlt := ho.trans hu
  have hz := even_secular t U (posCoupling t U) (oddLevel t (posCoupling t U))
  have hz' : oddLevel t (posCoupling t U) ^ 2 -
      (t + posCoupling t U) * oddLevel t (posCoupling t U) - 2 * U ^ 2 = 0 := by
    unfold oddLevel
    linear_combination 2 * hW
  rw [hz'] at hz
  exact ⟨sub_eq_zero.mp ((mul_eq_zero.mp hz).resolve_left (sub_neg.mpr hlt).ne), hlt⟩

end

end PlaneWaveGapClosing
```

```lean
#print axioms PlaneWaveGapClosing.secular_determinant
#print axioms PlaneWaveGapClosing.gap_closing_parity_inversion
#print axioms PlaneWaveGapClosing.positive_closing
```

```
'PlaneWaveGapClosing.secular_determinant' depends on axioms: [propext, Classical.choice, Quot.sound]
'PlaneWaveGapClosing.gap_closing_parity_inversion' depends on axioms: [propext, Classical.choice, Quot.sound]
'PlaneWaveGapClosing.positive_closing' depends on axioms: [propext, Classical.choice, Quot.sound]
```

## From the eigenvalue equations to the crossing in Lean

`eigen_iff` turns the matrix equation into the three amplitude equations. `even_secular` identifies \(E_\pm\) as the roots of the even polynomial, using the square of the square root. `odd_state` and `even_state` check the eigenvectors and their parities, and `secular_determinant` expands the determinant.

In `degenerate_iff`, the forward direction assumes that the closing condition fails. The intermediate claim `line` then puts each eigenspace inside a line, with the same two cases as above; the `linear_combination` calls carry out the eliminations. Two eigenvectors \(u,v\) on one line satisfy \(v_0u-u_0v=0\). Independence forces \(u_0=0\), hence \(u=0\), which is impossible. The reverse direction supplies `oddWave` and `evenWave U (t - W)`.

`closing_couplings` factors the quadratic in \(W\) and reads the signs of its roots from their product. `even_signs` does the same for the even energies.

In `gap_closing_parity_inversion`, `hsec` is the product identity, `hlow` is \(E_-<E_o\), and `key` is the version factored through \(W_\pm\). From these, `h1`, `h2` and `h3` derive the level order for \(W\) below, above and at \(W_-\), with `nlinarith` combining the signs in the first two. `lt_trichotomy` then supplies the converses, since the three cases exclude one another. `positive_closing` shows that the odd energy is negative at \(W_+\), which rules out the upper even root.
